# How overlap redistributes the momentum density of two equal filled orbitals

## Two closed shells seen by Compton scattering

Compton scattering probes the momentum distribution of electrons. When two closed-shell atoms come close enough for their orbitals to overlap, the Pauli principle changes this distribution even if neither orbital is distorted. At which momenta does the density fall below that of two free atoms, and by how much?

Take one filled orbital on each atom, $\chi_1$ and its copy $\chi_2$ displaced by $\mathbf R$, both normalised, with real overlap $s=\langle\chi_1|\chi_2\rangle$. At momentum $\mathbf p$ the amplitudes $\langle\chi_j|\mathbf p\rangle$ have equal modulus and differ by a phase $t=\mathbf p\cdot\mathbf R/\hbar$. In units of the atomic amplitude they form the vector $v=(1,e^{it})$.

For $0<s<1$, the density relative to free atoms is

$$\rho(s,t)=\frac{1-s\cos t}{1-s^2},\qquad \frac1{1+s}\le\rho\le\frac1{1-s},$$

and $\rho<1$ exactly when $\cos t>s$. Small momenta are therefore depleted. For $s=0.1$ the density varies between about $0.91$ and $1.11$ times the free-atom value.

## From orthonormal orbitals to the inverse overlap

Let $S$ be the overlap matrix of any finite set of linearly independent occupied orbitals $\chi_j$, and let $v$ now be the vector of their amplitudes $v_j=\langle\chi_j|\mathbf p\rangle$. Let $\psi_k=\sum_j\chi_jC_{jk}$ be equally many orthonormal combinations, so that $C$ is square and $C^\dagger SC=1$. Their momentum amplitudes are $(C^\dagger v)_k$. For square matrices a left inverse is also a right inverse, so $C\,C^\dagger S=1$ and $CC^\dagger=S^{-1}$. Hence

$$\sum_k|(C^\dagger v)_k|^2=v^\dagger CC^\dagger v=v^\dagger S^{-1}v .$$

For the pair,

$$S^{-1}=\frac1{1-s^2}\begin{pmatrix}1&-s\\-s&1\end{pmatrix},\qquad
v^\dagger S^{-1}v=\frac{2-s(e^{it}+e^{-it})}{1-s^2}=\frac{2(1-s\cos t)}{1-s^2}.$$

At zero overlap this is $2$, and division gives $\rho$. With $\phi$ the atomic momentum amplitude, the density per spin in ordinary units is $2|\phi(\mathbf p)|^2\rho$.

## Bounds, sign and electron number

Since $-1\le\cos t\le1$, the numerator lies between $1-s$ and $1+s$. Dividing by $1-s^2=(1-s)(1+s)$ gives the two bounds, which are attained at $t=0$ and $t=\pi$. Because $1-s^2>0$, the condition $\rho<1$ means $s^2<s\cos t$, and dividing by $s>0$ leaves $s<\cos t$.

The strict inequality $0<s$ can't be relaxed to $0\le s$: at $s=0$, $t=0$ we have $\cos t>s$, yet $\rho=1$.

The overlap is also the mean of $\cos(\mathbf p\cdot\mathbf R/\hbar)$ over the atomic distribution $|\phi(\mathbf p)|^2$. The mean of $\rho$ is then $(1-s\cdot s)/(1-s^2)=1$, so what is lost at some momenta reappears at others.

## The same density in an orbital calculation

In an independent-particle calculation with non-orthogonal occupied orbitals, one can factorise $S=LL^\dagger$ with $L$ lower triangular, solve $Ly=v$ at each momentum, and take $\|y\|^2$ as the density per spin. This is the sum above with $C=(L^\dagger)^{-1}$. The total density is the sum over both spins. In the impulse approximation, integrating this total over planes perpendicular to the scattering vector gives the Compton profile.

## What the Lean statements say

`filledDensity S v` is $v^\dagger S^{-1}v$ per spin. `pairOverlap s` and `pairAmplitude t` are the matrix and vector of the pair; the amplitudes are $\langle\chi_j|\mathbf p\rangle$, the complex conjugates of the usual momentum wave functions. The letter `t` is a phase, not a time. `relativeDensity s t` is the real part of the ratio to the zero-overlap density, and the spin factor cancels in it.

The main theorem, `closed_shell_pair_density`, assumes only `0 < s` and `s < 1` and contains the formula, both bounds and the criterion. Several other results need just `s ^ 2 ≠ 1`, which makes the overlap matrix invertible.

In `electron_number_conserved`, the probability measure `μ` stands for the normalised atomic momentum distribution and `θ` for the phase as a function of momentum. The relation between the overlap and the mean cosine is the hypothesis `hov`; it is not derived from wave functions.

Elsewhere `s` and `t` are independent real numbers. Applying the result to real atoms requires that the occupied orbitals are still two displaced copies of one free-atom orbital, without polarisation or correlation. That step is a physical approximation.

```lean
import Mathlib

open Matrix MeasureTheory

namespace ComptonClosedShells

noncomputable section

/-- Momentum density `v* S⁻¹ v` of filled orbitals with invertible overlap matrix `S`
and momentum amplitudes `v j = ⟨χ_j|p⟩`, per spin. -/
def filledDensity {n : Type*} [Fintype n] [DecidableEq n]
    (S : Matrix n n ℂ) (v : n → ℂ) : ℂ :=
  star v ⬝ᵥ (S⁻¹ *ᵥ v)

/-- Overlap matrix of two normalised orbitals with real overlap `s`. -/
def pairOverlap (s : ℝ) : Matrix (Fin 2) (Fin 2) ℂ :=
  !![1, (s : ℂ); (s : ℂ), 1]

/-- Momentum amplitudes of two equal orbitals on different centres, with relative phase `t`,
in units of the atomic amplitude. -/
def pairAmplitude (t : ℝ) : Fin 2 → ℂ :=
  ![1, Complex.exp (t * Complex.I)]

/-- Momentum density of the filled pair with overlap `s`, `s² ≠ 1`, divided by that of the
same pair at zero overlap (free atoms). -/
def relativeDensity (s t : ℝ) : ℝ :=
  (filledDensity (pairOverlap s) (pairAmplitude t) /
    filledDensity (pairOverlap 0) (pairAmplitude t)).re

/-- Coefficients of the normalised sum and difference orbitals of the pair,
for `-1 < s < 1`. -/
def pairOrbitals (s : ℝ) : Matrix (Fin 2) (Fin 2) ℂ :=
  !![(((√(2 * (1 + s)))⁻¹ : ℝ) : ℂ), (((√(2 * (1 - s)))⁻¹ : ℝ) : ℂ);
     (((√(2 * (1 + s)))⁻¹ : ℝ) : ℂ), -(((√(2 * (1 - s)))⁻¹ : ℝ) : ℂ)]

/-- If the coefficients `C` orthonormalise the occupied orbitals, the squared momentum
amplitudes of the new orbitals add up to `v* S⁻¹ v`. -/
theorem sum_orthonormal_eq_filledDensity {n : Type*} [Fintype n] [DecidableEq n]
    (S C : Matrix n n ℂ) (v : n → ℂ) (h : Cᴴ * S * C = 1) :
    ((∑ k, ‖(Cᴴ *ᵥ v) k‖ ^ 2 : ℝ) : ℂ) = filledDensity S v := by
  -- orthonormality says that `C Cᴴ` is the inverse overlap matrix
  have hinv : S⁻¹ = C * Cᴴ := by
    apply Matrix.inv_eq_left_inv
    rw [Matrix.mul_assoc]
    exact mul_eq_one_comm.mp h
  have key : star v ⬝ᵥ ((C * Cᴴ) *ᵥ v) = star (Cᴴ *ᵥ v) ⬝ᵥ (Cᴴ *ᵥ v) := by
    rw [Matrix.star_mulVec, Matrix.conjTranspose_conjTranspose, ← Matrix.mulVec_mulVec,
      Matrix.dotProduct_mulVec (star v) C]
  rw [filledDensity, hinv, key, Complex.ofReal_sum]
  refine Finset.sum_congr rfl fun k _ => ?_
  rw [Complex.ofReal_pow]
  exact (Complex.conj_mul' _).symm

/-- For `-1 < s < 1` the normalised sum and difference orbitals of the pair are
orthonormal. -/
theorem pairOrbitals_witness (s : ℝ) (h₀ : -1 < s) (h₁ : s < 1) :
    (pairOrbitals s)ᴴ * pairOverlap s * pairOrbitals s = 1 := by
  have ha : 2 * (1 + s) * ((√(2 * (1 + s)))⁻¹) ^ 2 = 1 := by
    rw [inv_pow, Real.sq_sqrt (by linarith)]
    exact mul_inv_cancel₀ (show (0 : ℝ) < 2 * (1 + s) by linarith).ne'
  have hb : 2 * (1 - s) * ((√(2 * (1 - s)))⁻¹) ^ 2 = 1 := by
    rw [inv_pow, Real.sq_sqrt (by linarith)]
    exact mul_inv_cancel₀ (show (0 : ℝ) < 2 * (1 - s) by linarith).ne'
  unfold pairOrbitals pairOverlap
  generalize (√(2 * (1 + s)))⁻¹ = a at ha ⊢
  generalize (√(2 * (1 - s)))⁻¹ = b at hb ⊢
  have hA : 2 * (1 + (s : ℂ)) * (a : ℂ) ^ 2 = 1 := by exact_mod_cast ha
  have hB : 2 * (1 - (s : ℂ)) * (b : ℂ) ^ 2 = 1 := by exact_mod_cast hb
  ext i j
  fin_cases i <;> fin_cases j
  · simp [Matrix.mul_apply, Fin.sum_univ_two]
    linear_combination hA
  · simp [Matrix.mul_apply, Fin.sum_univ_two, -mul_eq_mul_right_iff, -mul_eq_mul_left_iff]
    ring
  · simp [Matrix.mul_apply, Fin.sum_univ_two, -mul_eq_mul_right_iff, -mul_eq_mul_left_iff]
    ring
  · simp [Matrix.mul_apply, Fin.sum_univ_two]
    linear_combination hB

/-- For `s² ≠ 1` the filled-pair density `v* S⁻¹ v`, multiplied by `1 - s²`, is
`2 (1 - s cos t)`. -/
theorem pair_filledDensity (s t : ℝ) (hs : s ^ 2 ≠ 1) :
    ((1 - s ^ 2 : ℝ) : ℂ) * filledDensity (pairOverlap s) (pairAmplitude t) =
      ((2 * (1 - s * Real.cos t) : ℝ) : ℂ) := by
  have hc : ((1 - s ^ 2 : ℝ) : ℂ) ≠ 0 :=
    Complex.ofReal_ne_zero.mpr (sub_ne_zero.mpr hs.symm)
  have hmul : pairOverlap s * !![1, -(s : ℂ); -(s : ℂ), 1] =
      ((1 - s ^ 2 : ℝ) : ℂ) • (1 : Matrix (Fin 2) (Fin 2) ℂ) := by
    ext i j
    fin_cases i <;> fin_cases j <;>
      simp [pairOverlap, Matrix.mul_apply, Fin.sum_univ_two] <;> ring
  have hinv : (pairOverlap s)⁻¹ =
      ((1 - s ^ 2 : ℝ) : ℂ)⁻¹ • !![1, -(s : ℂ); -(s : ℂ), 1] := by
    apply Matrix.inv_eq_right_inv
    rw [Matrix.mul_smul, hmul, smul_smul, inv_mul_cancel₀ hc, one_smul]
  rw [filledDensity, hinv, Matrix.smul_mulVec, dotProduct_smul, smul_eq_mul,
    mul_inv_cancel_left₀ hc]
  -- the phase factor has modulus one and real part `cos t`
  have h1 : starRingEnd ℂ (Complex.exp (t * Complex.I)) * Complex.exp (t * Complex.I) = 1 := by
    rw [Complex.conj_mul', Complex.norm_exp_ofReal_mul_I]
    simp
  have h2 : Complex.exp (t * Complex.I) + starRingEnd ℂ (Complex.exp (t * Complex.I)) =
      2 * ((Real.cos t : ℝ) : ℂ) := by
    rw [Complex.add_conj, Complex.exp_ofReal_mul_I_re]
    simp
  unfold pairAmplitude
  generalize Complex.exp (t * Complex.I) = z at h1 h2 ⊢
  generalize Real.cos t = c at h2 ⊢
  simp [Matrix.mulVec, dotProduct, Fin.sum_univ_two]
  linear_combination h1 - (s : ℂ) * h2

/-- For `s² ≠ 1` the density relative to free atoms, multiplied by `1 - s²`, is
`1 - s cos t`. -/
theorem relativeDensity_mul (s t : ℝ) (hs : s ^ 2 ≠ 1) :
    (1 - s ^ 2) * relativeDensity s t = 1 - s * Real.cos t := by
  have hfree : filledDensity (pairOverlap 0) (pairAmplitude t) = 2 := by
    have h := pair_filledDensity 0 t (by norm_num)
    simpa using h
  have h := congrArg Complex.re (pair_filledDensity s t hs)
  rw [Complex.re_ofReal_mul, Complex.ofReal_re] at h
  have hhalf : relativeDensity s t =
      (filledDensity (pairOverlap s) (pairAmplitude t)).re / 2 := by
    rw [relativeDensity, hfree]
    simp
  rw [hhalf]
  linear_combination h / 2

/-- For overlap `0 < s < 1` the filled-pair momentum density relative to free atoms is
`(1 - s cos t)/(1 - s²)`; it lies between `1/(1+s)` and `1/(1-s)`, and is below one exactly
when `cos t > s`. -/
theorem closed_shell_pair_density (s t : ℝ) (h₀ : 0 < s) (h₁ : s < 1) :
    relativeDensity s t = (1 - s * Real.cos t) / (1 - s ^ 2) ∧
    1 / (1 + s) ≤ relativeDensity s t ∧
    relativeDensity s t ≤ 1 / (1 - s) ∧
    (relativeDensity s t < 1 ↔ s < Real.cos t) := by
  have hd : 0 < 1 - s ^ 2 := by nlinarith
  have hf := relativeDensity_mul s t (by linarith)
  have hu := mul_nonneg h₀.le (sub_nonneg.mpr (Real.cos_le_one t))
  have hl := mul_nonneg h₀.le (neg_le_iff_add_nonneg.mp (Real.neg_one_le_cos t))
  refine ⟨?_, ?_, ?_, ?_, ?_⟩
  · rw [eq_div_iff hd.ne']
    linear_combination hf
  · rw [div_le_iff₀ (by linarith)]
    exact le_of_mul_le_mul_left (a := 1 - s) (by nlinarith) (by linarith)
  · rw [le_div_iff₀ (by linarith)]
    exact le_of_mul_le_mul_left (a := 1 + s) (by nlinarith) (by linarith)
  · intro h
    have h' := mul_lt_mul_of_pos_left h hd
    exact lt_of_mul_lt_mul_left (a := s) (by nlinarith) h₀.le
  · intro h
    have h' := mul_lt_mul_of_pos_left h h₀
    exact lt_of_mul_lt_mul_left (a := 1 - s ^ 2) (by nlinarith) hd.le

/-- For `s² ≠ 1` the relative density is `1/(1+s)` at phase `0` and `1/(1-s)` at
phase `π`. -/
theorem relativeDensity_extremes (s : ℝ) (hs : s ^ 2 ≠ 1) :
    relativeDensity s 0 = 1 / (1 + s) ∧ relativeDensity s Real.pi = 1 / (1 - s) := by
  have hp : 1 + s ≠ 0 := fun h => hs (by linear_combination (s - 1) * h)
  have hm : 1 - s ≠ 0 := fun h => hs (by linear_combination (-(1 + s)) * h)
  have h0 := relativeDensity_mul s 0 hs
  have hpi := relativeDensity_mul s Real.pi hs
  rw [Real.cos_zero] at h0
  rw [Real.cos_pi] at hpi
  constructor
  · rw [eq_div_iff hp]
    exact mul_left_cancel₀ hm (by linear_combination h0)
  · rw [eq_div_iff hm]
    exact mul_left_cancel₀ hp (by linear_combination hpi)

/-- Electron number is conserved: if the overlap `s`, `s² ≠ 1`, is the mean of `cos θ(p)` over
the normalised atomic momentum distribution `μ`, with `θ` the measurable relative phase, then
the relative density has mean one over `μ`. -/
theorem electron_number_conserved {P : Type*} [MeasurableSpace P] (μ : Measure P)
    [IsProbabilityMeasure μ] (θ : P → ℝ) (hθ : Measurable θ) (s : ℝ) (hs : s ^ 2 ≠ 1)
    (hov : ∫ p, Real.cos (θ p) ∂μ = s) :
    ∫ p, relativeDensity s (θ p) ∂μ = 1 := by
  have hd : 1 - s ^ 2 ≠ 0 := sub_ne_zero.mpr hs.symm
  have hint : Integrable (fun p => Real.cos (θ p)) μ :=
    Integrable.of_bound (Real.measurable_cos.comp hθ).aestronglyMeasurable 1
      (Filter.Eventually.of_forall fun p => Real.abs_cos_le_one (θ p))
  have e : ∀ p, relativeDensity s (θ p) = (1 - s ^ 2)⁻¹ * (1 - s * Real.cos (θ p)) :=
    fun p => (eq_inv_mul_iff_mul_eq₀ hd).mpr (relativeDensity_mul s (θ p) hs)
  have h1 : ∫ _ : P, (1 : ℝ) ∂μ = 1 := by simp
  simp only [e]
  -- the mean of the interference term is `s * s`
  rw [integral_const_mul, integral_sub (integrable_const _) (hint.const_mul s),
    integral_const_mul, hov, h1, ← pow_two]
  exact inv_mul_cancel₀ hd

end

end ComptonClosedShells
```

```lean
#print axioms ComptonClosedShells.sum_orthonormal_eq_filledDensity
#print axioms ComptonClosedShells.closed_shell_pair_density
#print axioms ComptonClosedShells.relativeDensity_extremes
#print axioms ComptonClosedShells.electron_number_conserved
```

```
'ComptonClosedShells.sum_orthonormal_eq_filledDensity' depends on axioms: [propext, Classical.choice, Quot.sound]
'ComptonClosedShells.closed_shell_pair_density' depends on axioms: [propext, Classical.choice, Quot.sound]
'ComptonClosedShells.relativeDensity_extremes' depends on axioms: [propext, Classical.choice, Quot.sound]
'ComptonClosedShells.electron_number_conserved' depends on axioms: [propext, Classical.choice, Quot.sound]
```

## The algebra inside the proofs

`sum_orthonormal_eq_filledDensity` treats any finite number of orbitals. Its `hinv` obtains $S^{-1}=CC^\dagger$ by exchanging the order of a product equal to one. Then `key` moves $C$ to the other side of the scalar product, and the result is matched with the squared moduli term by term.

`pairOrbitals_witness` supplies an explicit $C$: the sum and difference orbitals, with normalisation factors $1/\sqrt{2(1\pm s)}$. The proof replaces these factors by letters that satisfy `ha` and `hb`, then compares the four matrix entries. The diagonal ones use normalisation, and the off-diagonal ones cancel.

`pair_filledDensity` verifies the $2\times2$ inverse by multiplication. The facts `h1` and `h2` are $|e^{it}|^2=1$ and $e^{it}+e^{-it}=2\cos t$; the last `linear_combination` inserts them into the expanded scalar product. `relativeDensity_mul` evaluates the free-atom density as $2$ and divides by it, leaving $(1-s^2)\rho=1-s\cos t$.

The main theorem works from this product form. `hu` and `hl` state $s(1-\cos t)\ge0$ and $s(1+\cos t)\ge0$, which give the lower and upper bounds after a positive factor is cancelled. Each direction of the criterion multiplies by one of $1-s^2$ and $s$ and cancels the other.

`relativeDensity_extremes` puts $\cos0=1$ and $\cos\pi=-1$ into the product form. `electron_number_conserved` first shows that the cosine is integrable, being bounded and measurable on a probability space. Linearity of the integral and `hov` then reduce the mean to $(1-s^2)^{-1}(1-s^2)=1$.
